# For |x| < 1, the single-mode ring terms from second order onwards sum to ln(1 − x) + x

In the random-phase approximation, the correlation energy is the integral over imaginary frequency ω, from 0 to ∞ with prefactor 1/(2π), of Tr[ln(1 − χ₀v) + χ₀v]. Here χ₀ is the non-interacting density response at iω and v is the Coulomb interaction. An eigenvalue x of χ₀v contributes ln(1 − x) + x to the trace, and the ring diagram of order k ≥ 2 supplies the term −xᵏ/k. The theorem says that for real x with |x| < 1 these terms sum to ln(1 − x) + x. It concerns one number x only, with no trace and no frequency integral. The attempt starts from Mathlib's series for −ln(1 − x), removes the first-order term, changes the sign, and then tries to match the result to the stated sum with `convert`.

An attempt in Lean 4 with a fault in it:

```lean
import Mathlib

open Filter Topology Matrix

namespace RingSeriesACFD

noncomputable section

/-- The ring-diagram term of order `n + 2` for a single mode of strength `x`. -/
def ringTerm (x : ℝ) (n : ℕ) : ℝ := -(x ^ (n + 2) / ((n : ℝ) + 2))

/-- The logarithmic correlation integrand `ln (1 - x) + x` of a single mode. -/
def integrand (x : ℝ) : ℝ := Real.log (1 - x) + x

/-- For `|x| < 1` the ring diagrams from second order onwards sum to `ln (1 - x) + x`. -/
theorem hasSum_ringTerm {x : ℝ} (hx : |x| < 1) :
    HasSum (ringTerm x) (integrand x) := by
  have h := Real.hasSum_pow_div_log_of_abs_lt_one hx
  -- remove the first-order term
  have h1 := ((hasSum_nat_add_iff' 1).mpr h).neg
  convert h1 using 1
  · funext n
    simp only [ringTerm]
    push_cast
    ring
  · simp [integrand]
    try ring

end

end RingSeriesACFD
```

Messages:

```
Main.lean:22:4: error: Tactic `apply` failed: could not unify the conclusion of `@funext`
  ?f = ?g
with the goal
  Real.instAddCommMonoid = Real.instAddCommGroup.toAddCommMonoid

Note: The full type of `@funext` is
  ∀ {α : Sort ?u.19} {β : α → Sort ?u.18} {f g : (x : α) → β x}, (∀ (x : α), f x = g x) → f = g

case e'_3
x : ℝ
hx : |x| < 1
h : HasSum (fun n => x ^ (n + 1) / (↑n + 1)) (-Real.log (1 - x))
h1 :
  HasSum (fun b => -(x ^ (b + 1 + 1) / (↑(b + 1) + 1)))
    (-(-Real.log (1 - x) - ∑ i ∈ Finset.range 1, x ^ (i + 1) / (↑i + 1)))
⊢ Real.instAddCommMonoid = Real.instAddCommGroup.toAddCommMonoid
Try this:
  [apply] ring_nf
  
  The `ring` tactic failed to close the goal. Use `ring_nf` to obtain a normal form.
    
  Note that `ring` works primarily in *commutative* rings. If you have a noncommutative ring, abelian group or module, consider using `noncomm_ring`, `abel` or `module` instead.
Main.lean:26:2: error: unsolved goals
case e'_5
x : ℝ
hx : |x| < 1
h : HasSum (fun n => x ^ (n + 1) / (↑n + 1)) (-Real.log (1 - x))
h1 :
  HasSum (fun b => -(x ^ (b + 1 + 1) / (↑(b + 1) + 1)))
    (-(-Real.log (1 - x) - ∑ i ∈ Finset.range 1, x ^ (i + 1) / (↑i + 1)))
⊢ ringTerm x = fun b => -(x ^ 2 * x ^ b * (2 + ↑b)⁻¹)
Main.lean:17:41: error: unsolved goals
case e'_6
x : ℝ
hx : |x| < 1
h : HasSum (fun n => x ^ (n + 1) / (↑n + 1)) (-Real.log (1 - x))
h1 :
  HasSum (fun b => -(x ^ (b + 1 + 1) / (↑(b + 1) + 1)))
    (-(-Real.log (1 - x) - ∑ i ∈ Finset.range 1, x ^ (i + 1) / (↑i + 1)))
⊢ integrand x = -(-Real.log (1 - x) - ∑ i ∈ Finset.range 1, x ^ (i + 1) / (↑i + 1))
Main.lean:26:10: warning: This simp argument is unused:
  integrand

Hint: Omit it from the simp argument list.
  [apply] simp

Note: This linter can be disabled with `set_option linter.unusedSimpArgs false`
```

What went wrong. The proof expects `convert h1 using 1` to leave two goals, one for the terms and one for the sums. It leaves three. The lemma that removes the first term is stated for additive commutative groups, so `h1` takes its additive structure on the reals from the group structure, while the theorem's statement uses the monoid structure directly. `convert` turns this difference into a first goal of its own, and each bullet meets the wrong goal.

`funext n` fails because that first goal is not an equation between functions. The second bullet receives the equation between the terms, where `simp [integrand]` has no `integrand` to unfold, hence the warning. `ring` then only rearranges the right-hand side, leaving `ringTerm x` folded and the goal open. The equation between the sums has no bullet left and is reported as unsolved.

The repair drops `convert` and states the two intended equations as `e1` and `e2`. The old first bullet's steps now prove `e1`. For `e2`, `simp only` unfolds `integrand` and evaluates the one-term sum, and `ring` finishes. After `rw [e1, e2]`, `exact h1` closes the goal, since Lean accepts the two additive structures as equal by definition.

The change, after which it compiles:

```diff
@@ -19,11 +19,15 @@
   -- remove the first-order term
   have h1 := ((hasSum_nat_add_iff' 1).mpr h).neg
-  convert h1 using 1
-  · funext n
+  have e1 : ringTerm x = fun n : ℕ => -(x ^ (n + 1 + 1) / (((n + 1 : ℕ) : ℝ) + 1)) := by
+    funext n
     simp only [ringTerm]
     push_cast
     ring
-  · simp [integrand]
-    try ring
+  have e2 : integrand x =
+      -(-Real.log (1 - x) - ∑ i ∈ Finset.range 1, x ^ (i + 1) / ((i : ℝ) + 1)) := by
+    simp only [integrand, Finset.sum_range_one, Nat.cast_zero]
+    ring
+  rw [e1, e2]
+  exact h1
 
 end
```
